# The projector Hamiltonian as the derivative of the Koopmans energy $\sum_k E_k s_k(1-s_k)$ at fixed orbitals

## Occupations as complex numbers

The occupation of an orbital $w$ in a density matrix $P$ is taken here to be the complex number $\langle w, Pw\rangle$, for any square complex matrix $P$. Physically $w$ is a unit vector and $P$ is a one-electron density matrix written in an orthonormal basis, Hermitian with eigenvalues between 0 and 1 (at most one electron per state, spin included), and the occupation is real, but the derivative formula is an algebraic identity that doesn't use this. Hermiticity of $P$ is therefore assumed only for the reality of the occupations and of the energy, and for the Hermiticity of the Hamiltonian.

The orbitals are held fixed. The vectors $w_k$ and the real constants $E_k$ don't change when $P$ changes, so the derivative contains no orbital relaxation.

## A correction for curvature in the occupations

Approximate density functionals often give a total energy that curves as an orbital is filled, where a Koopmans-type condition asks for a straight line. A correction of the form

$$K(P)=\sum_k E_k\, s_k(1-s_k),\qquad s_k=\langle w_k,Pw_k\rangle,$$

vanishes when every $s_k$ is 0 or 1 and has second derivative $-2E_k$ in $s_k$. The constant $E_k$ stands for half the spurious curvature of the uncorrected energy with respect to the occupation of orbital $k$, with that curvature treated as constant between $s_k=0$ and $s_k=1$. It is an input here, and so are the orbitals: in the Wannier-Koopmans setting they are Wannier functions, but neither their localisation nor the Koopmans condition itself is derived.

An energy that depends on the density matrix contributes its derivative to the one-electron Hamiltonian. For $K$, with fixed orbitals in a finite orthonormal basis, this contribution is

$$H=\sum_k E_k(1-2s_k)\,w_kw_k^*,$$

where $w_kw_k^*$ is the matrix with entries $(w_k)_i\overline{(w_k)_j}$.

## Expanding the energy along $P+tX$

Let $X$ be the direction in which the density matrix changes, and write $x_k=\langle w_k,Xw_k\rangle$. The occupation is linear in the matrix, so

$$s_k(t)=\langle w_k,(P+tX)w_k\rangle=s_k+t\,x_k .$$

Inserting this into one term of the energy gives

$$(s_k+tx_k)(1-s_k-tx_k)=s_k(1-s_k)+t(1-2s_k)x_k-t^2x_k^2 .$$

The number $x_k$ is also a trace:

$$\operatorname{tr}(w_kw_k^*X)=\sum_{i,j}(w_k)_i\overline{(w_k)_j}X_{ji}=\sum_{i,j}\overline{(w_k)_j}X_{ji}(w_k)_i=x_k .$$

Hence $\sum_k E_k(1-2s_k)x_k=\operatorname{tr}(HX)$, and summing over $k$ gives the exact expansion

$$K(P+tX)=K(P)+t\operatorname{tr}(HX)-t^2\sum_kE_kx_k^2 .$$

The derivative at $t=0$ is the linear coefficient,

$$\left.\frac{d}{dt}K(P+tX)\right|_{t=0}=\operatorname{tr}(HX).$$

## Reality, uniqueness and level shifts

If $P$ is Hermitian, then

$$\overline{s_k}=\sum_{i,j}(w_k)_i\overline{P_{ij}}\,\overline{(w_k)_j}=\sum_{i,j}\overline{(w_k)_j}P_{ji}(w_k)_i=s_k .$$

So $K(P)$ is real, and $H$ is a real combination of the Hermitian matrices $w_kw_k^*$.

The derivatives also determine $H$. Suppose that $\operatorname{tr}(GX)$ gives the derivative for every Hermitian $X$, and put $D=G-H$. Then $\operatorname{tr}(DX)=0$ for all Hermitian $X$. The choices $X=D+D^*$ and $X=i(D-D^*)$ give

$$\operatorname{tr}(D^2)+\operatorname{tr}(DD^*)=0,\qquad \operatorname{tr}(D^2)-\operatorname{tr}(DD^*)=0 .$$

Subtracting, $\operatorname{tr}(DD^*)=\sum_{i,j}|D_{ij}|^2=0$, so $D=0$ and $G=H$.

If the orbitals are orthonormal, the projectors act separately:

$$Hw_j=\sum_kE_k(1-2s_k)\,w_k\langle w_k,w_j\rangle=E_j(1-2s_j)\,w_j .$$

For Hermitian $P$, the correction thus adds $E_j(1-2s_j)$ to the mean one-electron energy of $w_j$. For $E_j>0$, this lowers the mean energy of a filled orbital by $E_j$ and raises that of an empty one by $E_j$; that of a half-filled orbital is not shifted. The orbital $w_j$ need not be an eigenvector of the full one-electron Hamiltonian, so these are not in general the shifts of its eigenvalues.

## Two orbitals on two sites

Take the orthonormal pair

$$w_0=\left(\tfrac35,\tfrac45i\right),\qquad w_1=\left(\tfrac45,-\tfrac35i\right),$$

with $E_0=2$ and $E_1=1$ in some energy unit, and

$$P=\begin{pmatrix}1&0\\0&0\end{pmatrix},\qquad X=\begin{pmatrix}0&-i\\i&0\end{pmatrix}.$$

One electron sits on the first site. The occupations are $s_0=0.36$ and $s_1=0.64$, and the changes are $x_0=0.96$ and $x_1=-0.96$. The coefficients in $H$ are $2(1-0.72)=0.56$ and $1-1.28=-0.28$, which gives

$$H=\frac1{625}\begin{pmatrix}14&-252i\\252i&161\end{pmatrix},\qquad \operatorname{tr}(HX)=\frac{504}{625}=0.8064 .$$

Directly from the occupations,

$$K(P+tX)=3(0.36+0.96t)(0.64-0.96t)=0.6912+0.8064\,t-2.7648\,t^2,$$

with the same linear coefficient. Here $P+tX$ has determinant $-t^2$, so for $t\neq0$ it has a negative eigenvalue and is not itself a fermionic density matrix. The derivative uses only the direction $X$ at $t=0$.

## How the Lean statement expresses the physics

The types `n` and `κ` label the basis functions and the orbitals. Both are finite, and they need not have the same size. An orbital is a function `n → ℂ`, and the constants `E : κ → ℝ` are real.

The definition `occ w P` is `star w ⬝ᵥ P *ᵥ w`, the inner product with conjugation on the left. The definitions `energy` and `hamiltonian` are the sums $K(P)$ and $H$ above, with `vecMulVec (w k) (star (w k))` as the outer product $w_kw_k^*$.

The main theorem, `hasDerivAt_energy`, says that for all `E`, `w`, `P` and `X` the function $t\mapsto K(P+tX)$ of a real variable, with complex values, has derivative $\operatorname{tr}(HX)$ at 0. It has no further hypotheses, so the case of Hermitian $P$ and $X$ is included.

The orbitals need not be normalised either. For a nonzero vector $w_k$, the occupation of the normalised orbital is $s_k/\langle w_k,w_k\rangle$. Only for unit vectors does $s_k=1$ mean a full orbital, and the physical reading of $s_k(1-s_k)$ assumes this.

Overlap matrices of non-orthogonal basis sets and any dependence of $w_k$ or $E_k$ on $P$ are absent from the model. Spin has no label of its own; it is included by taking the basis functions to be spin orbitals. In `hamiltonian_unique` the test directions are all Hermitian matrices, including those that change the trace of $P$ and hence the electron number.

## The complete Lean file

```lean
import Mathlib

open Matrix
open scoped ComplexOrder

namespace WannierKoopmans

noncomputable section

variable {n κ : Type*} [Fintype n] [Fintype κ]

/-- The occupation `⟨w, P w⟩` of the orbital `w` in the density matrix `P`. -/
def occ (w : n → ℂ) (P : Matrix n n ℂ) : ℂ := star w ⬝ᵥ P *ᵥ w

/-- The Koopmans correction energy `∑ E_k s_k (1 - s_k)`, with `s_k` the occupation of `w_k`. -/
def energy (E : κ → ℝ) (w : κ → n → ℂ) (P : Matrix n n ℂ) : ℂ :=
  ∑ k, (E k : ℂ) * (occ (w k) P * (1 - occ (w k) P))

/-- The projector Hamiltonian `∑ E_k (1 - 2 s_k) w_k w_k*`. -/
def hamiltonian (E : κ → ℝ) (w : κ → n → ℂ) (P : Matrix n n ℂ) : Matrix n n ℂ :=
  ∑ k, ((E k : ℂ) * (1 - 2 * occ (w k) P)) • vecMulVec (w k) (star (w k))

/-- The occupation of an orbital is affine in the strength `t` of a perturbation `X` of the
density matrix. -/
theorem occ_add_smul (w : n → ℂ) (P X : Matrix n n ℂ) (t : ℂ) :
    occ w (P + t • X) = occ w P + t * occ w X := by
  simp only [occ, Matrix.add_mulVec, Matrix.smul_mulVec, dotProduct_add, dotProduct_smul,
    smul_eq_mul]

/-- The trace of `w w* X` is `⟨w, X w⟩`. -/
theorem trace_projector_mul (w : n → ℂ) (X : Matrix n n ℂ) :
    Matrix.trace (vecMulVec w (star w) * X) = occ w X := by
  simp only [Matrix.trace, Matrix.diag_apply, Matrix.mul_apply, vecMulVec_apply, occ,
    dotProduct, mulVec, Finset.mul_sum, Pi.star_apply]
  rw [Finset.sum_comm]
  refine Finset.sum_congr rfl fun i _ => Finset.sum_congr rfl fun j _ => ?_
  ring

/-- The correction energy along `P + t X` is exactly quadratic in `t`: its linear coefficient is
`tr(H X)` and its quadratic coefficient is `-∑ E_k ⟨w_k, X w_k⟩²`. -/
theorem energy_add_smul (E : κ → ℝ) (w : κ → n → ℂ) (P X : Matrix n n ℂ) (t : ℂ) :
    energy E w (P + t • X) = energy E w P + t * Matrix.trace (hamiltonian E w P * X)
      - t ^ 2 * ∑ k, (E k : ℂ) * occ (w k) X ^ 2 := by
  -- the trace splits into one term per orbital
  have hT : Matrix.trace (hamiltonian E w P * X)
      = ∑ k, ((E k : ℂ) * (1 - 2 * occ (w k) P)) * occ (w k) X := by
    simp only [hamiltonian, Finset.sum_mul, Matrix.trace_sum, Matrix.smul_mul,
      Matrix.trace_smul, trace_projector_mul, smul_eq_mul]
  rw [hT]
  simp only [energy, occ_add_smul, Finset.mul_sum]
  rw [← Finset.sum_add_distrib, ← Finset.sum_sub_distrib]
  refine Finset.sum_congr rfl fun k _ => ?_
  ring

/-- The derivative of the Koopmans correction energy at `t = 0` along `P + t X` is `tr(H X)`,
with `H` the projector Hamiltonian at `P`. -/
theorem hasDerivAt_energy (E : κ → ℝ) (w : κ → n → ℂ) (P X : Matrix n n ℂ) :
    HasDerivAt (fun t : ℝ => energy E w (P + (t : ℂ) • X))
      (Matrix.trace (hamiltonian E w P * X)) 0 := by
  have h : HasDerivAt (fun t : ℝ => (t : ℂ)) 1 0 := by
    simpa using (hasDerivAt_id (0 : ℝ)).ofReal_comp
  -- differentiate the exact quadratic expansion
  simp only [energy_add_smul]
  have h2 := ((h.mul_const (Matrix.trace (hamiltonian E w P * X))).const_add
    (energy E w P)).fun_sub ((h.fun_pow 2).mul_const (∑ k, (E k : ℂ) * occ (w k) X ^ 2))
  exact h2.congr_deriv (by simp)

/-- Occupations in a Hermitian density matrix are real. -/
theorem star_occ (w : n → ℂ) {P : Matrix n n ℂ} (hP : P.IsHermitian) :
    star (occ w P) = occ w P := by
  simp only [occ, dotProduct, mulVec, Finset.mul_sum, star_sum, star_mul', Pi.star_apply,
    star_star]
  rw [Finset.sum_comm]
  refine Finset.sum_congr rfl fun i _ => Finset.sum_congr rfl fun j _ => ?_
  rw [hP.apply i j]
  ring

/-- For a Hermitian density matrix the correction energy is real and the projector Hamiltonian
is Hermitian. -/
theorem energy_real_and_hamiltonian_isHermitian (E : κ → ℝ) (w : κ → n → ℂ)
    {P : Matrix n n ℂ} (hP : P.IsHermitian) :
    star (energy E w P) = energy E w P ∧ (hamiltonian E w P).IsHermitian := by
  have hE : ∀ k, star (E k : ℂ) = (E k : ℂ) := fun k => Complex.conj_ofReal _
  have h2 : star (2 : ℂ) = 2 := by simp
  constructor
  · simp only [energy, star_sum, star_mul', star_sub, star_one, hE, star_occ _ hP]
  · unfold Matrix.IsHermitian hamiltonian
    rw [Matrix.conjTranspose_sum]
    refine Finset.sum_congr rfl fun k _ => ?_
    rw [Matrix.conjTranspose_smul]
    simp only [star_mul', star_sub, star_one, hE, h2, star_occ _ hP]
    congr 1
    ext i j
    simp [vecMulVec_apply, Matrix.conjTranspose_apply, mul_comm]

/-- A matrix `G` for which `tr(G X)` is the derivative of the correction energy along every
Hermitian `X` equals the projector Hamiltonian. -/
theorem hamiltonian_unique (E : κ → ℝ) (w : κ → n → ℂ) (P G : Matrix n n ℂ)
    (hG : ∀ X : Matrix n n ℂ, X.IsHermitian →
      HasDerivAt (fun t : ℝ => energy E w (P + (t : ℂ) • X)) (Matrix.trace (G * X)) 0) :
    G = hamiltonian E w P := by
  have key : ∀ X : Matrix n n ℂ, X.IsHermitian →
      Matrix.trace ((G - hamiltonian E w P) * X) = 0 := by
    intro X hX
    rw [sub_mul, Matrix.trace_sub, (hG X hX).unique (hasDerivAt_energy E w P X), sub_self]
  obtain ⟨D, hD⟩ : ∃ D, D = G - hamiltonian E w P := ⟨_, rfl⟩
  simp only [← hD] at key
  -- test on the two Hermitian combinations of `D` and its adjoint
  have h1 := key (D + Dᴴ) (by
    rw [Matrix.IsHermitian, Matrix.conjTranspose_add, Matrix.conjTranspose_conjTranspose,
      add_comm])
  have h2 := key (Complex.I • (D - Dᴴ)) (by
    rw [Matrix.IsHermitian, Matrix.conjTranspose_smul, Matrix.conjTranspose_sub,
      Matrix.conjTranspose_conjTranspose, Complex.star_def, Complex.conj_I]
    module)
  rw [mul_add, Matrix.trace_add] at h1
  rw [Matrix.mul_smul, Matrix.trace_smul, mul_sub, Matrix.trace_sub, smul_eq_mul] at h2
  have h3 := (mul_eq_zero.mp h2).resolve_left Complex.I_ne_zero
  have h4 : Matrix.trace (D * Dᴴ) = 0 := by linear_combination (h1 - h3) / 2
  have h5 : D = 0 := Matrix.trace_mul_conjTranspose_self_eq_zero_iff.mp h4
  exact sub_eq_zero.mp (hD.symm.trans h5)

/-- For orthonormal orbitals, each `w_j` is an eigenvector of the projector Hamiltonian with
eigenvalue `E_j (1 - 2 s_j)`. -/
theorem hamiltonian_mulVec [DecidableEq κ] (E : κ → ℝ) (w : κ → n → ℂ) (P : Matrix n n ℂ)
    (hw : ∀ j k, star (w j) ⬝ᵥ w k = if j = k then 1 else 0) (j : κ) :
    hamiltonian E w P *ᵥ w j = ((E j : ℂ) * (1 - 2 * occ (w j) P)) • w j := by
  have hsum : ∀ M : κ → Matrix n n ℂ, (∑ k, M k) *ᵥ w j = ∑ k, M k *ᵥ w j := by
    intro M
    ext i
    simp only [mulVec, dotProduct, Matrix.sum_apply, Finset.sum_apply, Finset.sum_mul]
    exact Finset.sum_comm
  -- a projector returns its orbital times the overlap
  have hv : ∀ k, vecMulVec (w k) (star (w k)) *ᵥ w j = (star (w k) ⬝ᵥ w j) • w k := by
    intro k
    ext i
    simp only [mulVec, dotProduct, vecMulVec_apply, Pi.smul_apply, smul_eq_mul, Finset.sum_mul]
    refine Finset.sum_congr rfl fun l _ => ?_
    ring
  rw [hamiltonian, hsum]
  simp only [Matrix.smul_mulVec, hv]
  rw [Finset.sum_eq_single j]
  · rw [hw, if_pos rfl, one_smul]
  · intro k _ hk
    rw [hw, if_neg hk, zero_smul, smul_zero]
  · intro h
    exact absurd (Finset.mem_univ j) h

/-- Two orbitals on two sites with complex amplitudes. -/
def orbitalPair : Fin 2 → Fin 2 → ℂ :=
  ![![3 / 5, 4 / 5 * Complex.I], ![4 / 5, -(3 / 5) * Complex.I]]

/-- The orbitals of `orbitalPair` are orthonormal. -/
theorem hamiltonian_mulVec_witness (j k : Fin 2) :
    star (orbitalPair j) ⬝ᵥ orbitalPair k = if j = k then 1 else 0 := by
  -- the numerals in the amplitudes are real
  have h3 : (starRingEnd ℂ) 3 = 3 := by apply Complex.ext <;> simp
  have h4 : (starRingEnd ℂ) 4 = 4 := by apply Complex.ext <;> simp
  have h5 : (starRingEnd ℂ) 5 = 5 := by apply Complex.ext <;> simp
  fin_cases j <;> fin_cases k <;>
    simp [orbitalPair, dotProduct, Fin.sum_univ_succ, Complex.ext_iff, h3, h4, h5] <;>
    norm_num

end

end WannierKoopmans
```

```lean
#print axioms WannierKoopmans.hasDerivAt_energy
#print axioms WannierKoopmans.energy_real_and_hamiltonian_isHermitian
#print axioms WannierKoopmans.hamiltonian_unique
#print axioms WannierKoopmans.hamiltonian_mulVec
```

```
'WannierKoopmans.hasDerivAt_energy' depends on axioms: [propext, Classical.choice, Quot.sound]
'WannierKoopmans.energy_real_and_hamiltonian_isHermitian' depends on axioms: [propext, Classical.choice, Quot.sound]
'WannierKoopmans.hamiltonian_unique' depends on axioms: [propext, Classical.choice, Quot.sound]
'WannierKoopmans.hamiltonian_mulVec' depends on axioms: [propext, Classical.choice, Quot.sound]
```

## From the occupation to the derivative

The lemma `occ_add_smul` is the affine formula for $s_k(t)$, proved by distributing the matrix-vector product and the dot product over the sum. It is stated for complex `t`; the main theorem later applies it to a real parameter regarded as complex.

The lemma `trace_projector_mul` is the trace identity. Both sides are unfolded into double sums, `Finset.sum_comm` exchanges the order of summation, and `ring` reorders the three factors in each term.

The exact expansion is `energy_add_smul`. Its intermediate statement `hT` splits $\operatorname{tr}(HX)$ into one contribution $E_k(1-2s_k)x_k$ per orbital. The proof then collects everything under a single sum over $k$, where `ring` verifies the expansion of the product $(s_k+tx_k)(1-s_k-tx_k)$.

In `hasDerivAt_energy`, the energy is first replaced by this quadratic polynomial. The statement `h` says that the inclusion of the real numbers in the complex numbers has derivative 1, and `h2` assembles the derivative from the constant, linear and quadratic terms. The final `simp` evaluates it at zero, where the quadratic term contributes nothing.

## Hermiticity and the converse

The proof of `star_occ` conjugates the double sum for the occupation, exchanges the indices and uses `hP.apply i j`, the entrywise form of Hermiticity. The theorem `energy_real_and_hamiltonian_isHermitian` then has two parts. The energy is real because each of its factors is; for the Hamiltonian, the adjoint is taken term by term, the coefficients are unchanged, and the outer product is compared entry by entry.

In `hamiltonian_unique`, the statement `key` comes from the uniqueness of derivatives: $\operatorname{tr}(GX)$ and $\operatorname{tr}(HX)$ are derivatives of the same function at the same point, so their difference vanishes. The statements `h1` and `h2` test this on $D+D^*$ and $i(D-D^*)$, together with proofs that both matrices are Hermitian. After the factor $i$ is cancelled in `h3`, half the difference of the two equations gives $\operatorname{tr}(DD^*)=0$ in `h4`. A Mathlib lemma turns this into $D=0$.

## Orthonormal orbitals

The theorem `hamiltonian_mulVec` takes orthonormality as the hypothesis `hw`. Inside its proof, `hsum` lets a sum of matrices act on a vector term by term, and `hv` is the rule $(w_kw_k^*)w_j=\langle w_k,w_j\rangle w_k$. `Finset.sum_eq_single j` keeps the term $k=j$, whose overlap is 1, and the others vanish because their overlaps are 0. The theorem holds for every complex $P$; the eigenvalue is real when $P$ is Hermitian.

The definition `orbitalPair` is the pair used in the numerical example. The theorem `hamiltonian_mulVec_witness` checks its four overlaps one by one, which shows that `hw` can be satisfied by orbitals with genuinely complex amplitudes.
